# The first-order energy shift from neglected terms is a left–right mean when the right eigenvectors converge

To estimate what the three-body terms left out of a transcorrelated Hamiltonian would do to an energy, one can evaluate them between the left and right eigenvectors of the Hamiltonian that was kept, and divide by the overlap of the two. For real matrices of finite dimension, this quotient is the exact first-order coefficient of the energy, provided that the perturbed right eigenvectors converge and their limit has nonzero overlap with the left eigenvector.

In Lean 4 with Mathlib:

```lean
import Mathlib

open Filter Topology Matrix

noncomputable section

namespace NeglectedThreeBody

variable {n : Type*} [Fintype n]

/-- The biorthogonal mean `l·Lr / l·r` of an operator `L` between a left vector `l` and a
right vector `r`, meant for `l·r ≠ 0`. -/
def biMean (l : n → ℝ) (L : Matrix n n ℝ) (r : n → ℝ) : ℝ :=
  (l ⬝ᵥ L *ᵥ r) / (l ⬝ᵥ r)

/-- If a family of vectors converges, so does its overlap with a fixed vector. -/
theorem tendsto_overlap {F : Filter ℝ} {R : ℝ → n → ℝ} {r : n → ℝ} (a : n → ℝ)
    (h : Tendsto R F (𝓝 r)) : Tendsto (fun t => a ⬝ᵥ R t) F (𝓝 (a ⬝ᵥ r)) := by
  simp only [dotProduct]
  exact tendsto_finsetSum _ fun i _ => (tendsto_pi_nhds.1 h i).const_mul (a i)

/-- Exact energy shift at any strength `t`: if `l` is a left eigenvector of `M` with energy `E0`
and `v` a right eigenvector of `M + tL` with energy `E`, then `(E - E0) l·v = t l·Lv`. -/
theorem energy_shift_identity (M L : Matrix n n ℝ) (l v : n → ℝ) (E0 E t : ℝ)
    (hl : l ᵥ* M = E0 • l) (hv : (M + t • L) *ᵥ v = E • v) :
    (E - E0) * (l ⬝ᵥ v) = t * (l ⬝ᵥ L *ᵥ v) := by
  -- project the perturbed eigenvalue equation on the left vector
  have h := congrArg (fun w => l ⬝ᵥ w) hv
  simp only [Matrix.add_mulVec, Matrix.smul_mulVec, dotProduct_add, dotProduct_smul,
    smul_eq_mul] at h
  have hM : l ⬝ᵥ M *ᵥ v = E0 * (l ⬝ᵥ v) := by
    rw [Matrix.dotProduct_mulVec, hl, smul_dotProduct, smul_eq_mul]
  linear_combination hM - h

/-- First-order effect of the neglected terms `L`: along right eigenvectors of `M + tL` that tend
to `r`, the energy shift per unit strength tends to the biorthogonal mean of `L`, where `l` is a
left eigenvector of `M` with energy `E0` and `l·r ≠ 0`. -/
theorem first_order_shift (M L : Matrix n n ℝ) (l r : n → ℝ) (E0 : ℝ)
    (E : ℝ → ℝ) (R : ℝ → n → ℝ) (hl : l ᵥ* M = E0 • l) (hlr : l ⬝ᵥ r ≠ 0)
    (hE : ∀ᶠ t in 𝓝[≠] 0, (M + t • L) *ᵥ R t = E t • R t)
    (hR : Tendsto R (𝓝[≠] 0) (𝓝 r)) :
    Tendsto (fun t => (E t - E0) / t) (𝓝[≠] 0) (𝓝 (biMean l L r)) := by
  have hD := tendsto_overlap l hR
  have key := (tendsto_overlap (l ᵥ* L) hR).div hD hlr
  rw [biMean, Matrix.dotProduct_mulVec]
  refine key.congr' ?_
  -- near zero the overlap does not vanish, so the exact identity can be divided
  filter_upwards [hE, hD.eventually_ne hlr, self_mem_nhdsWithin] with t ht hne ht0
  have ht0' : t ≠ 0 := ht0
  have h := energy_shift_identity M L l (R t) E0 (E t) t hl ht
  rw [Matrix.dotProduct_mulVec] at h
  show (l ᵥ* L ⬝ᵥ R t) / (l ⬝ᵥ R t) = (E t - E0) / t
  rw [div_eq_div_iff hne ht0']
  linear_combination -h

/-- Second-order effect: if the right eigenvector of `M + tL` has derivative `r'` at `t = 0`, and
`l` is a left eigenvector of `M` with `l·R(0) ≠ 0`, the energy left after the first-order term,
divided by `t²`, tends to `(l·Lr' - ε l·r') / l·R(0)` with `ε` the biorthogonal mean of `L` between
`l` and `R(0)`. -/
theorem second_order_shift (M L : Matrix n n ℝ) (l r' : n → ℝ) (E0 : ℝ)
    (E : ℝ → ℝ) (R : ℝ → n → ℝ) (hl : l ᵥ* M = E0 • l) (hlr : l ⬝ᵥ R 0 ≠ 0)
    (hE : ∀ᶠ t in 𝓝[≠] 0, (M + t • L) *ᵥ R t = E t • R t)
    (hR : HasDerivAt R r' 0) :
    Tendsto (fun t => (E t - E0 - t * biMean l L (R 0)) / t ^ 2) (𝓝[≠] 0)
      (𝓝 ((l ⬝ᵥ L *ᵥ r' - biMean l L (R 0) * (l ⬝ᵥ r')) / (l ⬝ᵥ R 0))) := by
  have hs := hasDerivAt_iff_tendsto_slope_zero.1 hR
  simp only [zero_add] at hs
  have hc : Tendsto R (𝓝[≠] 0) (𝓝 (R 0)) :=
    hR.continuousAt.tendsto.mono_left nhdsWithin_le_nhds
  have hD := tendsto_overlap l hc
  have hε : biMean l L (R 0) * (l ⬝ᵥ R 0) = l ᵥ* L ⬝ᵥ R 0 := by
    rw [biMean, Matrix.dotProduct_mulVec, div_mul_cancel₀ _ hlr]
  generalize biMean l L (R 0) = ε at hε ⊢
  have key := ((tendsto_overlap (l ᵥ* L) hs).sub
    ((tendsto_overlap l hs).const_mul ε)).div hD hlr
  rw [Matrix.dotProduct_mulVec]
  refine key.congr' ?_
  filter_upwards [hE, hD.eventually_ne hlr, self_mem_nhdsWithin] with t ht hne ht0
  have ht0' : t ≠ 0 := ht0
  have h := energy_shift_identity M L l (R t) E0 (E t) t hl ht
  rw [Matrix.dotProduct_mulVec] at h
  have hinv : t⁻¹ * t = 1 := inv_mul_cancel₀ ht0'
  show (l ᵥ* L ⬝ᵥ (t⁻¹ • (R t - R 0)) - ε * (l ⬝ᵥ (t⁻¹ • (R t - R 0)))) / (l ⬝ᵥ R t)
    = (E t - E0 - t * ε) / t ^ 2
  rw [div_eq_div_iff hne (pow_ne_zero 2 ht0')]
  simp only [dotProduct_smul, dotProduct_sub, smul_eq_mul]
  -- the first-order term cancels against the unperturbed vector
  linear_combination t * (l ᵥ* L ⬝ᵥ R t - l ᵥ* L ⬝ᵥ R 0
    - ε * (l ⬝ᵥ R t - l ⬝ᵥ R 0)) * hinv - h + t * hε

/-- For a symmetric `M` with eigenvector `r ≠ 0`, the energy shift per unit strength along right
eigenvectors of `M + tL` tending to `r` tends to the ordinary expectation value `r·Lr / r·r`. -/
theorem first_order_shift_symmetric (M L : Matrix n n ℝ) (r : n → ℝ) (E0 : ℝ)
    (E : ℝ → ℝ) (R : ℝ → n → ℝ) (hM : M.IsSymm) (hr : M *ᵥ r = E0 • r) (hr0 : r ≠ 0)
    (hE : ∀ᶠ t in 𝓝[≠] 0, (M + t • L) *ᵥ R t = E t • R t)
    (hR : Tendsto R (𝓝[≠] 0) (𝓝 r)) :
    Tendsto (fun t => (E t - E0) / t) (𝓝[≠] 0) (𝓝 (biMean r L r)) := by
  have hl : r ᵥ* M = E0 • r := by
    rw [← hM.eq, Matrix.vecMul_transpose, hr]
  exact first_order_shift M L r r E0 E R hl
    (fun h => hr0 (dotProduct_self_eq_zero.1 h)) hE hR

/-- The nonsymmetric matrix that stands for the kept terms in the two-state model. -/
def M2 : Matrix (Fin 2) (Fin 2) ℝ := !![0, 1; 0, 1]

/-- The neglected terms of the two-state model. -/
def L2 : Matrix (Fin 2) (Fin 2) ℝ := !![1, 0; 2, 0]

/-- The lower root of `E² - (1 + t)E - t = 0`, meant for `(1 + t)² + 4t ≥ 0`. -/
def energy2 (t : ℝ) : ℝ := ((1 + t) - √((1 + t) ^ 2 + 4 * t)) / 2

/-- The vector `(1, E - t)` built from the root `E = energy2 t`. -/
def state2 (t : ℝ) : Fin 2 → ℝ := ![1, energy2 t - t]

/-- As long as `(1 + t)² + 4t ≥ 0`, `state2 t` is a right eigenvector of `M2 + t L2` with
energy `energy2 t`. -/
theorem state2_eigen (t : ℝ) (h : 0 ≤ (1 + t) ^ 2 + 4 * t) :
    (M2 + t • L2) *ᵥ state2 t = energy2 t • state2 t := by
  have hq : energy2 t ^ 2 = (1 + t) * energy2 t + t := by
    unfold energy2
    linear_combination (Real.sq_sqrt h) / 4
  ext i
  fin_cases i
  · simp [M2, L2, state2, Matrix.mulVec, dotProduct, Fin.sum_univ_succ]
  · simp [M2, L2, state2, Matrix.mulVec, dotProduct, Fin.sum_univ_succ]
    linear_combination -hq

/-- In the two-state model the energy shift per unit strength tends to `-1`, while the ordinary
expectation value of `L2` in the unperturbed right eigenvector `(1, 0)` is `1`. -/
theorem two_state_witness :
    Tendsto (fun t => (energy2 t - energy2 0) / t) (𝓝[≠] 0) (𝓝 (-1)) ∧
      state2 0 = ![1, 0] ∧ biMean ![1, 0] L2 ![1, 0] = 1 := by
  have hE0 : energy2 0 = 0 := by norm_num [energy2]
  have hs0 : state2 0 = ![1, 0] := by simp [state2, hE0]
  have hEc : Continuous energy2 := by
    unfold energy2
    fun_prop
  have hRc : Continuous state2 := by
    refine continuous_pi fun i => ?_
    fin_cases i
    · exact continuous_const
    · exact hEc.sub continuous_id
  have hR : Tendsto state2 (𝓝[≠] 0) (𝓝 ![1, 0]) := by
    rw [← hs0]
    exact (hRc.tendsto 0).mono_left nhdsWithin_le_nhds
  have hE : ∀ᶠ t in 𝓝[≠] (0 : ℝ), (M2 + t • L2) *ᵥ state2 t = energy2 t • state2 t := by
    filter_upwards [mem_nhdsWithin_of_mem_nhds
      (Ioi_mem_nhds (show (-1 / 10 : ℝ) < 0 by norm_num))] with t ht
    have ht' : -1 / 10 < t := ht
    exact state2_eigen t (by nlinarith [sq_nonneg t])
  -- the left eigenvector (1, -1) differs from the right one
  have hl : ![1, -1] ᵥ* M2 = (0 : ℝ) • ![1, -1] := by
    ext i
    fin_cases i <;> simp [M2, Matrix.vecMul, dotProduct, Fin.sum_univ_succ]
  have hlr : (![1, -1] : Fin 2 → ℝ) ⬝ᵥ ![1, 0] ≠ 0 := by
    norm_num [dotProduct, Fin.sum_univ_succ]
  have hval : biMean ![1, -1] L2 ![1, 0] = -1 := by
    norm_num [biMean, L2, Matrix.mulVec, dotProduct, Fin.sum_univ_succ]
  have h := first_order_shift M2 L2 ![1, -1] ![1, 0] 0 energy2 state2 hl hlr hE hR
  rw [hval] at h
  refine ⟨?_, hs0, ?_⟩
  · rw [hE0]
    exact h
  · norm_num [biMean, L2, Matrix.mulVec, dotProduct, Fin.sum_univ_succ]

end NeglectedThreeBody
```

## The matrices, the vectors and the limit

In the transcorrelated method, a similarity transformation with a real factor that correlates pairs of electrons makes the electronic Hamiltonian non-Hermitian and produces three-electron operators. Let \(M\) be the matrix of the terms that are kept and \(L\) the matrix of those that are dropped. If part of the three-body operator has been folded into one- and two-body terms, that part belongs to \(M\) and \(L\) is the remainder. A real number \(t\) scales the dropped terms: \(t=0\) is the truncated problem and \(t=1\) the full one.

The left eigenvector \(l\) satisfies \(l^{T}M=E_0\,l^{T}\). Assume that for all small nonzero \(t\) there are a real energy \(E_t\) and a right eigenvector \(r_t\) with

\[
(M+tL)\,r_t=E_t\,r_t ,\qquad r_t\to r ,\qquad l\cdot r\neq 0 .
\]

The main theorem, `first_order_shift`, then states

\[
\lim_{t\to0}\frac{E_t-E_0}{t}=\frac{l\cdot Lr}{l\cdot r}.
\]

In the code, `n` labels the basis states, `R t` is \(r_t\), `E t` is \(E_t\), and `E0` is the energy of the left eigenvector. The product `l ᵥ* M` is the row vector \(l^{T}M\), `L *ᵥ r` is \(Lr\), and `⬝ᵥ` is the real dot product. The quotient on the right is `biMean l L r`; rescaling \(l\) or \(r\) leaves it unchanged, so no normalisation is prescribed. The filter `𝓝[≠] 0` means that \(t\) approaches zero from both sides without reaching it.

The convergence \(r_t\to r\) says that the chosen eigenvectors approach a single vector as \(t\to0\). Together with \(l\cdot r\neq0\) it makes \(r\) a right eigenvector of \(M\) with the same energy \(E_0\); if \(E_0\) is degenerate, it also selects the vector \(r\) within the eigenspace. When \(E_0\) is an algebraically simple eigenvalue, its nonzero left and right eigenvectors always have nonzero overlap. The overlap vanishes for the eigenvectors of a two-by-two Jordan block, where a perturbation can make the energy change like \(\sqrt t\).

The existence of the real branch \(r_t\) is assumed in the general theorems, and complex energies are left aside. The basis is taken as orthonormal, so that the eigenvalue equation has no overlap matrix and \(r\cdot r\) is the squared norm of the state. Nothing in the types records that \(L\) comes from three-electron operators: it may be any real square matrix that doesn't depend on \(t\). The limit also gives no error bound for using the first-order term at \(t=1\).

## Projection on the left eigenvector

Let \(v\) be a right eigenvector of \(M+tL\) with energy \(E\). Taking the dot product of its equation with \(l\) gives

\[
l\cdot Mv+t\,l\cdot Lv=E\,l\cdot v .
\]

Because \(l\cdot Mv=(l^{T}M)v=E_0\,l\cdot v\), this becomes

\[
(E-E_0)\,l\cdot v=t\,l\cdot Lv .
\]

This is `energy_shift_identity`, which holds at every \(t\), including \(t=1\). In its proof, `congrArg` takes the projection, `Matrix.dotProduct_mulVec` moves \(M\) onto \(l\), and `linear_combination` subtracts the two equations.

Now put \(v=r_t\). Since \(l\cdot r_t\to l\cdot r\neq0\), the overlap is nonzero for all sufficiently small \(t\neq0\), and

\[
\frac{E_t-E_0}{t}=\frac{l\cdot Lr_t}{l\cdot r_t}\longrightarrow\frac{l\cdot Lr}{l\cdot r}.
\]

Neither the energy nor the vector has to be differentiable by assumption. The lemma `tendsto_overlap` supplies the limits of numerator and denominator, as finite sums of convergent components. Their quotient is `key`. The `filter_upwards` step collects the values of \(t\) at which the eigenvalue equation holds and both denominators are nonzero; there the identity turns one quotient into the other.

In dimension one, \(M\) and \(L\) are numbers \(m\) and \(\lambda\). The vectors cancel, \(E_t=m+t\lambda\), and the first-order formula gives the whole shift at every \(t\).

## The second-order coefficient

Suppose that \(r_t\) has derivative \(r'\) at zero, and write \(r_0\) for `R 0` and

\[
\varepsilon=\frac{l\cdot Lr_0}{l\cdot r_0}.
\]

Subtracting \(t\varepsilon\,l\cdot r_t\) from both sides of the exact identity, and using \(l\cdot Lr_0=\varepsilon\,l\cdot r_0\), gives

\[
(E_t-E_0-t\varepsilon)\,l\cdot r_t
=t\left[l\cdot L(r_t-r_0)-\varepsilon\,l\cdot(r_t-r_0)\right].
\]

Division by \(t^2\,l\cdot r_t\) leaves difference quotients of the vector on the right, so that

\[
\frac{E_t-E_0-t\varepsilon}{t^2}\longrightarrow
\frac{l\cdot Lr'-\varepsilon\,l\cdot r'}{l\cdot r_0}.
\]

With the normalisation \(l\cdot r_t=1\), the term containing \(l\cdot r'\) vanishes and the coefficient is \(l\cdot Lr'\).

The proof of `second_order_shift` follows these lines. The derivative is rewritten as the limit of \((r_t-r_0)/t\), `hε` is the relation that cancels the contribution of \(r_0\), and the last `linear_combination` combines it with the exact identity.

## When the ordinary expectation value is enough

If \(M\) is symmetric and \(Mr=E_0r\) with \(r\neq0\), transposing the equation shows that \(r\) is also a left eigenvector. Its overlap with itself is positive, so for perturbed eigenvectors \(r_t\to r\) the main theorem applies with \(l=r\):

\[
\frac{E_t-E_0}{t}\longrightarrow\frac{r\cdot Lr}{r\cdot r}.
\]

This is `first_order_shift_symmetric`. The matrix \(L\) need not be symmetric. In the proof, `Matrix.vecMul_transpose` exchanges left and right, and `dotProduct_self_eq_zero` rules out a vanishing overlap.

## A two-state model in which the sign changes

For a nonsymmetric \(M\) the ordinary expectation value can even have the wrong sign. Take

\[
M=\begin{pmatrix}0&1\\0&1\end{pmatrix},\qquad
L=\begin{pmatrix}1&0\\2&0\end{pmatrix},\qquad
M+tL=\begin{pmatrix}t&1\\2t&1\end{pmatrix}.
\]

These are `M2` and `L2`, chosen as a small algebraic model and not derived from a molecule. The characteristic equation is \(E^2-(1+t)E-t=0\), with lower root

\[
E_t=\frac{1+t-\sqrt{(1+t)^2+4t}}{2}.
\]

The vector \(r_t=(1,E_t-t)\) belongs to it. The first row of the eigenvalue equation reads \(t+(E_t-t)=E_t\). The second reads \(2t+(E_t-t)=E_t(E_t-t)\), which is the characteristic equation again. The theorem `state2_eigen` checks both rows whenever the expression under the root is nonnegative.

At \(t=0\) the energy is zero and \(r=(1,0)\), a unit vector. The left eigenvector is \(l=(1,-1)\), since \(l^{T}M=0\), and \(l\cdot r=1\). With \(Lr=(1,2)\),

\[
\frac{l\cdot Lr}{l\cdot r}=1-2=-1,\qquad
\frac{r\cdot Lr}{r\cdot r}=1 .
\]

The dropped terms couple \(r\) to the second basis state with strength 2. The expectation value in \(r\) doesn't see this component, whereas \(l\) weights it with \(-1\). For small positive \(t\) the energy therefore falls, although the ordinary expectation value predicts a rise.

The theorem `two_state_witness` obtains the slope from the general result. It proves that the energy and the vector are continuous, restricts \(t\) to values above \(-1/10\), where the root is real, and checks the left eigenvector and the overlap. The explicit branch thus meets every hypothesis of the main theorem with a nonsymmetric \(M\).

For a transcorrelated calculation in a finite real basis, a first-order estimate of the truncation error can therefore be formed from the left and right eigenvectors under the stated conditions, whereas the ordinary expectation value in the right eigenvector alone can have the wrong sign.

```lean
#print axioms NeglectedThreeBody.first_order_shift
-- 'NeglectedThreeBody.first_order_shift' depends on axioms: [propext, Classical.choice, Quot.sound]
#print axioms NeglectedThreeBody.second_order_shift
-- 'NeglectedThreeBody.second_order_shift' depends on axioms: [propext, Classical.choice, Quot.sound]
#print axioms NeglectedThreeBody.first_order_shift_symmetric
-- 'NeglectedThreeBody.first_order_shift_symmetric' depends on axioms: [propext, Classical.choice, Quot.sound]
```
